# In the single-configuration model of np², the two J = 0 levels never cross when F > 0

Two electrons in an np shell give two states with $J = 0$, namely $^3P_0$ and $^1S_0$. Take them in this order as the LS basis. Let $F$ be the Slater parameter $F_2 = F^{(2)}/25$, where $F^{(2)}$ is the radial Slater integral of order two, and let $z$ be the spin-orbit constant in $z\sum_i \mathbf l_i\cdot\mathbf s_i$, with $\hbar = 1$. Both are energies. The shift common to all levels of the configuration is left out. The Hamiltonian block is then

$$H(z) = \begin{pmatrix} -5F - z & -\sqrt2\,z \\ -\sqrt2\,z & 10F \end{pmatrix}.$$

The sign of the off-diagonal element depends on the phases of the basis states; the eigenvalues do not.

With $g(z) = \sqrt{(3z+5F)^2 + 200F^2}$, the eigenvalues are

$$E_\mp(z) = \tfrac12\bigl(5F - z \mp g(z)\bigr).$$

This holds for all real $F$ and $z$. The other results are stated for $F > 0$, the sign that the repulsion between the electrons gives:

- The gap $E_+ - E_-$ is at least $10\sqrt2\,F$ for every real $z$, with equality only at $z = -5F/3$. This point is outside the physical range, since the spin-orbit constant of an atomic np shell is positive. For $z \ge 0$ the gap is at least $15F$, its value at $z = 0$.
- At $z = 0$ the levels are $-5F$ and $10F$, with slopes $-1$ and $0$.
- As $z \to +\infty$, $E_- + 2z \to 0$ and $E_+ - z \to 5F$.

## Sorted eigenvalues in a spin-orbit scan

A code that scans $z$ and labels levels by energy order relies on the order staying the same along each branch. For the $J = 0$ block of a single np² configuration with $F > 0$ it does: the radicand in $g$ never vanishes, so the first sorted eigenvalue $E_-$ is one smooth branch, which starts from $^3P_0$ at $z = 0$. The formulas also give reference values for an intermediate-coupling routine restricted to this configuration, at both ends of the scan and in between.

## From the jj basis to the levels

In jj coupling the two states are $p_{1/2}^2$ and $p_{3/2}^2$. Their normalised vectors in the LS basis are

$$u_1 = \tfrac{1}{\sqrt3}(\sqrt2,\,1), \qquad u_2 = \tfrac{1}{\sqrt3}(1,\,-\sqrt2).$$

The matrix elements are

$$u_1^T H u_1 = \tfrac13\bigl[2(-5F-z) - 4z + 10F\bigr] = -2z,$$
$$u_2^T H u_2 = \tfrac13\bigl[(-5F-z) + 4z + 20F\bigr] = z + 5F,$$
$$u_1^T H u_2 = \tfrac13\bigl[\sqrt2(-5F-z) + \sqrt2\,z - 10\sqrt2\,F\bigr] = -5\sqrt2\,F.$$

The spin-orbit energies $-2z$ and $z$ are twice the one-electron shifts $-z$ and $z/2$. The coupling does not grow with $z$, while the diagonal difference $3z + 5F$ does. For a symmetric 2×2 matrix, the squared gap is the squared diagonal difference plus four times the squared coupling, which gives $g^2 = (3z+5F)^2 + 200F^2$.

The secular equation in the LS basis gives the same result:

$$(E+5F+z)(E-10F) - 2z^2 = E^2 - (5F-z)E - (50F^2 + 10Fz + 2z^2) = 0.$$

Its discriminant is $(5F-z)^2 + 200F^2 + 40Fz + 8z^2 = 9z^2 + 30Fz + 225F^2 = g^2$.

**Gap.** Since $E_+ - E_- = g$ and $g^2 \ge 200F^2$, the gap is at least $10\sqrt2\,F$. Equality requires $3z + 5F = 0$. For $z \ge 0$, the expanded form $g^2 = 9z^2 + 30Fz + 225F^2$ gives $g \ge 15F$; this second bound is not stated in the Lean file.

**Start of the scan.** At $z = 0$, $g = \sqrt{225F^2} = 15F$, so the levels are $(5F \mp 15F)/2$. The chain rule gives $g'(0) = 30F/(2\cdot 15F) = 1$, hence $E_\mp'(0) = (-1 \mp 1)/2$.

**Large $z$.** Put $a = 3z + 5F > 0$. Then $E_+ - (z+5F) = (g-a)/2$, which is positive because $g > a$. From $(g-a)^2 \ge 0$ we get $2ga \le g^2 + a^2 = 2a^2 + 200F^2$, so $a(g-a) \le 100F^2$ and

$$0 < E_+ - (z+5F) \le \frac{50F^2}{3z+5F}.$$

The bound tends to zero. The trace gives $E_- + E_+ = 5F - z$, so $E_- + 2z = -\bigl(E_+ - (z+5F)\bigr)$ tends to zero as well.

**A numerical instance.** Take $F = 1$ and $z = 6$. Then $g = \sqrt{23^2 + 200} = 27$, so $E_- = -14$ and $E_+ = 13$. The sum is $-1$, the trace of $H$, and the product is $-182 = -110 - 72$, its determinant. The jj values are $-12$ and $11$; each level is off by 2, within the bound $50/23 \approx 2.17$. The normalised lower eigenvector is $(2\sqrt2,\,1)/3$, with weight $8/9$ on $^3P_0$ and $25/27$ on $p_{1/2}^2$.

## The Lean file

```lean
import Mathlib

open Matrix Filter Topology

namespace PSquaredJZero

noncomputable section

/-- The J = 0 block of the configuration np² in the LS basis (³P₀, ¹S₀), with Slater
parameter `F` and spin-orbit constant `z`. -/
def block (F z : ℝ) : Matrix (Fin 2) (Fin 2) ℝ :=
  !![-5 * F - z, -√2 * z; -√2 * z, 10 * F]

/-- The square root that appears in the solution of the secular equation. -/
def gap (F z : ℝ) : ℝ := √((3 * z + 5 * F) ^ 2 + 200 * F ^ 2)

/-- The lower J = 0 level. -/
def lower (F z : ℝ) : ℝ := (5 * F - z - gap F z) / 2

/-- The upper J = 0 level. -/
def upper (F z : ℝ) : ℝ := (5 * F - z + gap F z) / 2

/-- The change of basis from LS coupling to jj coupling for J = 0. -/
def jjBasis : Matrix (Fin 2) (Fin 2) ℝ :=
  !![√2 / √3, 1 / √3; 1 / √3, -√2 / √3]

/-- The square of the root is a sum of two squares. -/
theorem gap_sq (F z : ℝ) : gap F z ^ 2 = (3 * z + 5 * F) ^ 2 + 200 * F ^ 2 :=
  Real.sq_sqrt (by positivity)

/-- The change to the jj basis is orthogonal. In that basis the diagonal energies are
`-2z` and `z + 5F`, and the coupling `-5√2 F` does not depend on `z`. -/
theorem block_in_jj_basis (F z : ℝ) :
    jjBasisᵀ * jjBasis = 1 ∧
    jjBasisᵀ * block F z * jjBasis =
      !![-2 * z, -5 * √2 * F; -5 * √2 * F, z + 5 * F] := by
  have hT : jjBasisᵀ = jjBasis := by
    ext i j
    fin_cases i <;> fin_cases j <;> rfl
  have e : ∀ {a b c d a' b' c' d' : ℝ}, a = a' → b = b' → c = c' → d = d' →
      !![a, b; c, d] = !![a', b'; c', d'] := by
    intro a b c d a' b' c' d' h1 h2 h3 h4
    rw [h1, h2, h3, h4]
  have hs : √2 ^ 2 = (2 : ℝ) := Real.sq_sqrt (by norm_num)
  have hc : (√3)⁻¹ ^ 2 = (1 / 3 : ℝ) := by
    rw [inv_pow, Real.sq_sqrt (by norm_num)]
    norm_num
  rw [hT]
  unfold jjBasis block
  constructor
  · rw [Matrix.mul_fin_two, Matrix.one_fin_two]
    refine e ?_ ?_ ?_ ?_
    · linear_combination (√3)⁻¹ ^ 2 * hs + 3 * hc
    · ring
    · ring
    · linear_combination (√3)⁻¹ ^ 2 * hs + 3 * hc
  · rw [Matrix.mul_fin_two, Matrix.mul_fin_two]
    refine e ?_ ?_ ?_ ?_
    · linear_combination (√3)⁻¹ ^ 2 * (-5 * F - 3 * z) * hs - 6 * z * hc
    · linear_combination (√3)⁻¹ ^ 2 * √2 * z * hs - 15 * F * √2 * hc
    · linear_combination (√3)⁻¹ ^ 2 * √2 * z * hs - 15 * F * √2 * hc
    · linear_combination (√3)⁻¹ ^ 2 * (2 * z + 10 * F) * hs + (15 * F + 3 * z) * hc

/-- A number `E` is an eigenvalue of the J = 0 block exactly when it is the lower or the
upper level. -/
theorem eigenvalue_iff (F z E : ℝ) :
    (∃ v : Fin 2 → ℝ, v ≠ 0 ∧ block F z *ᵥ v = E • v) ↔
      E = lower F z ∨ E = upper F z := by
  have h1 : (∃ v : Fin 2 → ℝ, v ≠ 0 ∧ block F z *ᵥ v = E • v) ↔
      ∃ v : Fin 2 → ℝ, v ≠ 0 ∧ (block F z - E • 1) *ᵥ v = 0 := by
    simp only [Matrix.sub_mulVec, Matrix.smul_mulVec, Matrix.one_mulVec, sub_eq_zero]
  have hM : block F z - E • 1 =
      !![-5 * F - z - E, -√2 * z; -√2 * z, 10 * F - E] := by
    rw [Matrix.one_fin_two]
    ext i j
    fin_cases i <;> fin_cases j <;> simp [block]
  have hs : √2 ^ 2 = (2 : ℝ) := Real.sq_sqrt (by norm_num)
  -- the secular determinant factors over the two levels
  have hdet : (block F z - E • 1).det = (E - lower F z) * (E - upper F z) := by
    rw [hM, Matrix.det_fin_two_of]
    unfold lower upper
    linear_combination (-z ^ 2) * hs + (1 / 4) * gap_sq F z
  rw [h1, Matrix.exists_mulVec_eq_zero_iff, hdet, mul_eq_zero, sub_eq_zero, sub_eq_zero]

/-- For `F > 0` the two levels never cross, whatever the sign of `z`. Their distance is at
least `10√2 F`, and it takes this value only at `z = -5F/3`. -/
theorem never_cross {F : ℝ} (hF : 0 < F) (z : ℝ) :
    lower F z < upper F z ∧ 10 * √2 * F ≤ upper F z - lower F z ∧
      (upper F z - lower F z = 10 * √2 * F ↔ z = -5 * F / 3) := by
  have hs : √2 ^ 2 = (2 : ℝ) := Real.sq_sqrt (by norm_num)
  have hd : upper F z - lower F z = gap F z := by
    unfold upper lower
    ring
  have hpos : 0 < 10 * √2 * F := by positivity
  have hsq : (10 * √2 * F) ^ 2 = 200 * F ^ 2 := by
    linear_combination 100 * F ^ 2 * hs
  have hle : 10 * √2 * F ≤ gap F z := by
    refine (Real.le_sqrt' hpos).mpr ?_
    rw [hsq]
    linarith [sq_nonneg (3 * z + 5 * F)]
  refine ⟨by linarith, by linarith, ?_⟩
  rw [hd]
  constructor
  · intro h
    have h0 : (3 * z + 5 * F) ^ 2 = 0 := by
      have hg := gap_sq F z
      rw [h, hsq] at hg
      linarith
    have h1 : 3 * z + 5 * F = 0 := pow_eq_zero_iff (two_ne_zero) |>.mp h0
    linarith
  · intro h
    refine (sq_eq_sq₀ (hpos.le.trans hle) hpos.le).mp ?_
    rw [gap_sq, hsq, h]
    ring

/-- Without spin-orbit coupling and for `F > 0` the levels are `-5F` and `10F`. -/
theorem levels_at_zero {F : ℝ} (hF : 0 < F) :
    lower F 0 = -5 * F ∧ upper F 0 = 10 * F := by
  have hg : gap F 0 = 15 * F := by
    have h0 : 0 ≤ gap F 0 := Real.sqrt_nonneg _
    refine (sq_eq_sq₀ h0 (by positivity)).mp ?_
    rw [gap_sq]
    ring
  unfold lower upper
  rw [hg]
  constructor <;> ring

/-- For `F > 0` the lower level starts with slope `-1` in the spin-orbit constant, and the
upper level with slope `0`. -/
theorem slopes_at_zero {F : ℝ} (hF : 0 < F) :
    HasDerivAt (lower F) (-1) 0 ∧ HasDerivAt (upper F) 0 0 := by
  have hg0 : gap F 0 = 15 * F := by
    have h := levels_at_zero hF
    unfold lower upper at h
    linarith [h.1, h.2]
  have hr : HasDerivAt (fun z : ℝ => (3 * z + 5 * F) ^ 2 + 200 * F ^ 2) (30 * F) 0 := by
    have h := ((((hasDerivAt_id' (0 : ℝ)).const_mul 3).add_const (5 * F)).fun_pow 2).add_const
      (200 * F ^ 2)
    refine h.congr_deriv ?_
    norm_num
    ring
  have hg : HasDerivAt (gap F) 1 0 := by
    refine (hr.sqrt (by positivity)).congr_deriv ?_
    change 30 * F / (2 * gap F 0) = 1
    rw [hg0, div_eq_one_iff_eq (by positivity)]
    ring
  have hl := (hasDerivAt_id' (0 : ℝ)).const_sub (5 * F)
  exact ⟨((hl.fun_sub hg).div_const 2).congr_deriv (by norm_num),
    ((hl.fun_add hg).div_const 2).congr_deriv (by norm_num)⟩

/-- For `F > 0` and `3z + 5F > 0` the upper level lies above its jj value `z + 5F`, by at
most `50F²/(3z + 5F)`. -/
theorem jj_error {F z : ℝ} (hF : 0 < F) (hz : 0 < 3 * z + 5 * F) :
    0 < upper F z - (z + 5 * F) ∧
      upper F z - (z + 5 * F) ≤ 50 * F ^ 2 / (3 * z + 5 * F) := by
  have hlt : 3 * z + 5 * F < gap F z :=
    Real.lt_sqrt_of_sq_lt (by linarith [pow_pos hF 2])
  unfold upper
  refine ⟨by linarith, ?_⟩
  rw [le_div_iff₀ hz]
  nlinarith [gap_sq F z, sq_nonneg (gap F z - (3 * z + 5 * F))]

/-- The jj limit: for `F > 0` and growing spin-orbit constant, the lower level plus `2z`
tends to `0`, and the upper level minus `z` tends to `5F`. -/
theorem jj_limit {F : ℝ} (hF : 0 < F) :
    Tendsto (fun z => lower F z + 2 * z) atTop (𝓝 0) ∧
      Tendsto (fun z => upper F z - z) atTop (𝓝 (5 * F)) := by
  have hden : Tendsto (fun z : ℝ => 3 * z + 5 * F) atTop atTop :=
    tendsto_atTop_add_const_right _ _
      (tendsto_id.const_mul_atTop (by norm_num : (0 : ℝ) < 3))
  -- squeeze the deviation between zero and the error bound
  have hE : Tendsto (fun z => upper F z - (z + 5 * F)) atTop (𝓝 0) := by
    refine squeeze_zero' ?_ ?_ (hden.const_div_atTop (50 * F ^ 2))
    · filter_upwards [eventually_ge_atTop (0 : ℝ)] with z hz
      exact (jj_error hF (by positivity)).1.le
    · filter_upwards [eventually_ge_atTop (0 : ℝ)] with z hz
      exact (jj_error hF (by positivity)).2
  constructor
  · -- the trace makes the two deviations opposite
    have h := hE.neg
    rw [neg_zero] at h
    refine h.congr (fun z => ?_)
    simp only [lower, upper]
    ring
  · have h := hE.add_const (5 * F)
    rw [zero_add] at h
    refine h.congr (fun z => ?_)
    ring

end

end PSquaredJZero
```

```lean
#print axioms PSquaredJZero.eigenvalue_iff
#print axioms PSquaredJZero.never_cross
#print axioms PSquaredJZero.slopes_at_zero
#print axioms PSquaredJZero.jj_limit
```

```
'PSquaredJZero.eigenvalue_iff' depends on axioms: [propext, Classical.choice, Quot.sound]
'PSquaredJZero.never_cross' depends on axioms: [propext, Classical.choice, Quot.sound]
'PSquaredJZero.slopes_at_zero' depends on axioms: [propext, Classical.choice, Quot.sound]
'PSquaredJZero.jj_limit' depends on axioms: [propext, Classical.choice, Quot.sound]
```

## How the theorems express and prove the steps

`block F z` is $H(z)$, with index 0 for $^3P_0$ and index 1 for $^1S_0$. `gap`, `lower` and `upper` are $g$, $E_-$ and $E_+$. The columns of `jjBasis` are $u_1$ and $u_2$.

`block_in_jj_basis` states that the change of basis is orthogonal and gives the rotated matrix. The proof multiplies the matrices out and checks the entries with `ring` or `linear_combination`, the latter using $(\sqrt2)^2 = 2$ and $(1/\sqrt3)^2 = 1/3$.

`eigenvalue_iff` says that a real number `E` has a nonzero real vector `v` with `block F z *ᵥ v = E • v` exactly when `E` is `lower F z` or `upper F z`. The formulas are therefore proved to be the whole spectrum. The proof turns the eigenvalue equation into a vanishing determinant and factors it as $(E - E_-)(E - E_+)$, with `gap_sq` supplying $g^2$.

`never_cross` contains the strict order, the minimum gap and the equality case. It identifies the level difference with `gap F z` and compares squares. `levels_at_zero` finds $g(0) = 15F$ in the same way, from two nonnegative numbers with equal squares.

In `slopes_at_zero`, `HasDerivAt (lower F) (-1) 0` means slope $-1$ at $z = 0$; the first number is the slope and the second the point. The proof differentiates the radicand, then the square root, then the two levels.

`jj_error` is the two-sided estimate for $3z + 5F > 0$. The square $(g-a)^2$ from the derivation is handed to `nlinarith`. `jj_limit` expresses the limits with `Tendsto` along `atTop`, that is, $z \to +\infty$ at fixed $F$. It squeezes the deviation of the upper level between zero and the error bound, and obtains the lower level from the trace.

## One block, two parameters, real numbers

The matrix is the starting point. Its elements are not derived from the Coulomb and spin-orbit operators, and the identification of its basis with atomic states is part of the physical reading. A code with a different normalisation of the Slater parameter must convert it before comparing numbers.

The model contains one configuration. Mixing with other configurations would enlarge the block, and the gap bound does not carry over to it. Levels with $J = 1$ or $J = 2$ do not appear either, so nothing here excludes their crossing a $J = 0$ level.

The condition $F > 0$ matters for the gap: at $F = 0$ it is $3|z|$, and the levels meet at $z = 0$. The strict order holds for negative $z$ too, but the jj limits are for $z \to +\infty$ only.

All statements concern real numbers. How closely a floating-point diagonaliser reproduces these levels depends on its rounding errors, which need a separate estimate.
